# The harmonic P-bead partition function falls strictly from the classical to the quantum value as P grows

## Does adding beads always bring a harmonic oscillator closer to its quantum partition function?

When I set up a path-integral simulation, I raise the number of beads P until the answer stops changing, and I take the remaining drift as a sign of the discretisation error. For one harmonic oscillator of frequency ω at inverse temperature β, with ℏ = 1 and x = βω/2, the P-bead partition function in the primitive splitting has the closed form

Z_P = 1/(2 sinh(P arsinh(x/P))).

It is said to start at the classical value 1/(βω) for P = 1, to decrease with every added bead, to stay above the quantum value Z = 1/(2 sinh x), and to converge to it. I would like to see this proved rigorously and checked by machine, preferably with an error bound that tells me how many beads to use.

## The effective phase P arsinh(x/P) rises to x from below

All four claims hold for β, ω > 0, and the error relative to Z_P is at most x³ coth(x)/(6P²). The closed form is the starting point here. It comes from the Gaussian integral over the bead positions with the usual primitive splitting of kinetic and potential energy.

For real p > 0, define

φ(p) = p arsinh(x/p).

Then Z_P = 1/(2 sinh φ(P)), which is the quantum formula with x replaced by φ(P). Since sinh is positive and increasing on the positive axis, a larger phase means a smaller partition function, so it is enough to study φ.

**One bead.** Here sinh φ(1) = sinh(arsinh x) = x, so Z_1 = 1/(2x) = 1/(βω).

**More beads, larger phase.** Let 0 < s < t. The mean value theorem gives c in (0, s) and d in (s, t) with

sinh s = s cosh c,
sinh t − sinh s = (t − s) cosh d.

Multiply the second equation by s, the first by t − s, and subtract:

s sinh t − t sinh s = s(t − s)(cosh d − cosh c) > 0,

because 0 < c < d. Now take 0 < p < q and set s = arsinh(x/q), t = arsinh(x/p). The inequality t sinh s < s sinh t becomes

arsinh(x/p) · x/q < arsinh(x/q) · x/p.

Multiplying by pq/x gives φ(p) < φ(q), hence Z_Q < Z_P for 1 ≤ P < Q.

**The phase stays below x.** With u = arsinh(x/p) > 0, the mean value theorem gives x/p = sinh u = u cosh c > u for some c in (0, u). Multiplying by p yields 0 < φ(p) < x, hence Z_P > Z.

**The shortfall is of second order in 1/p.** Let f(u) = arsinh u − u + u³/6 and r = √(1 + u²). Since u² = r² − 1,

f′(u) = 1/r − 1 + u²/2 = (r − 1)²(r + 2)/(2r) ≥ 0.

As f(0) = 0, we have arsinh u ≥ u − u³/6 for u ≥ 0. Setting u = x/p and multiplying by p gives

x − x³/(6p²) ≤ φ(p) < x.

Letting p run through the integers P → ∞ squeezes φ(P) to x, and continuity of sinh gives Z_P → Z.

**The error bound.** For some c between φ(P) and x,

1 − Z/Z_P = (sinh x − sinh φ(P))/sinh x = cosh c · (x − φ(P))/sinh x ≤ x³ coth(x)/(6P²),

where the last step uses cosh c ≤ cosh x and the bound on the shortfall.

### Five beads for one per cent at βω = 2

Take βω = 2, so x = 1 and Z = 1/(2 sinh 1) ≈ 0.4255. One bead gives Z_1 = 1/2. For two beads, the double-angle formula gives

sinh(2 arsinh(1/2)) = 2 · (1/2) · √(1 + 1/4) = √5/2,

so Z_2 = 1/√5 ≈ 0.4472. The error 1 − Z/Z_2 is about 0.049, and the bound gives coth(1)/24 ≈ 0.055.

In a set-up script, the bound turns a tolerance `eps` on the partition-function error 1 − Z/Z_P into a sufficient number of beads for one harmonic mode:

`P = max(1, ceil(sqrt(x**3 / (6 * eps * tanh(x)))))`

For x = 1 and `eps = 0.01` the square root is about 4.7, so P = 5. Path-integral simulations usually report averages such as the energy, not the partition function itself. When a code with the primitive splitting is tested on a harmonic oscillator, its mean energy at finite P should be compared with −∂ ln Z_P/∂β. The gap between that value and −∂ ln Z/∂β is the discretisation error of the energy, which the bound above does not control.

### What the two main theorems say

`phase x p` is φ(p), with a real bead number `p`. `beadZ β ω P` is Z_P, with a natural number `P` that is converted to a real inside the formula, and `quantumZ β ω` is Z. The inverse temperature `β` and the frequency `ω` are real numbers, assumed positive in both theorems, and ℏ = 1; in other units x is βℏω/2.

`beadZ_classical_to_quantum` is a conjunction of four statements: the value at one bead, the strict decrease for all `P < Q` with `1 ≤ P`, the strict lower bound for all `P ≥ 1`, and the limit, written as `Tendsto (beadZ β ω) atTop (𝓝 (quantumZ β ω))`. The condition `1 ≤ P` matters, because Lean's convention for division by zero makes `beadZ β ω 0` equal to 0.

`relative_error_le` bounds `1 - quantumZ β ω / beadZ β ω P` for every `P ≥ 1`, with coth written as cosh over sinh. The error is measured relative to the P-bead value.

Both partition functions enter as definitions, so neither the Gaussian integral over the beads nor the sum over energy levels is carried out in the file. The theorems concern the partition function of a single harmonic oscillator. They don't treat anharmonic potentials, other observables, higher-order splittings or sampling noise. For this harmonic model, they justify reading the convergence of the partition function in P as a one-sided approach to the quantum limit.

```lean
import Mathlib

open Filter Topology

namespace RingPolymerOscillator

noncomputable section

/-- The phase `p arsinh (x / p)` of a harmonic ring polymer with `p > 0` beads, where
`x` is half the ratio of the oscillator quantum to the thermal energy. -/
def phase (x p : ℝ) : ℝ := p * Real.arsinh (x / p)

/-- The partition function of the harmonic oscillator discretised with `P ≥ 1` beads,
in closed form, for `β ω > 0` and `ℏ = 1`. -/
def beadZ (β ω : ℝ) (P : ℕ) : ℝ := 1 / (2 * Real.sinh (phase (β * ω / 2) P))

/-- The exact quantum partition function of the harmonic oscillator,
for `β ω > 0` and `ℏ = 1`. -/
def quantumZ (β ω : ℝ) : ℝ := 1 / (2 * Real.sinh (β * ω / 2))

/-- The slope of a secant of `sinh` is the value of `cosh` at an intermediate point. -/
theorem sinh_secant {a b : ℝ} (h : a < b) :
    ∃ c ∈ Set.Ioo a b, Real.sinh b - Real.sinh a = Real.cosh c * (b - a) := by
  obtain ⟨c, hc, h'⟩ := exists_hasDerivAt_eq_slope Real.sinh Real.cosh h
    Real.continuous_sinh.continuousOn (fun t _ => Real.hasDerivAt_sinh t)
  refine ⟨c, hc, ?_⟩
  rw [h', div_mul_cancel₀ _ (sub_pos.2 h).ne']

/-- The ratio `sinh s / s` grows strictly with `s > 0`, written without division. -/
theorem sinh_chord {s t : ℝ} (hs : 0 < s) (hst : s < t) :
    t * Real.sinh s < s * Real.sinh t := by
  obtain ⟨c, hc, h1⟩ := sinh_secant hs
  obtain ⟨d, hd, h2⟩ := sinh_secant hst
  rw [Real.sinh_zero] at h1
  -- the later secant is steeper
  have hcd : Real.cosh c < Real.cosh d := by
    apply Real.cosh_lt_cosh.2
    rw [abs_of_pos hc.1, abs_of_pos (hs.trans hd.1)]
    exact hc.2.trans hd.1
  have hpos := mul_pos (mul_pos hs (sub_pos.2 hst)) (sub_pos.2 hcd)
  have key : s * Real.sinh t - t * Real.sinh s
      = s * (t - s) * (Real.cosh d - Real.cosh c) := by
    linear_combination s * h2 - (t - s) * h1
  linarith

/-- The phase of the ring polymer increases strictly with the number of beads. -/
theorem phase_strictMono {x p q : ℝ} (hx : 0 < x) (hp : 0 < p) (hpq : p < q) :
    phase x p < phase x q := by
  have hq : 0 < q := hp.trans hpq
  have hs : 0 < Real.arsinh (x / q) := Real.arsinh_pos_iff.2 (div_pos hx hq)
  have hlt : x / q < x / p := by gcongr
  have h := sinh_chord hs (Real.arsinh_lt_arsinh.2 hlt)
  rw [Real.sinh_arsinh, Real.sinh_arsinh] at h
  -- both sides carry the common positive factor x / (p q)
  have e1 : Real.arsinh (x / p) * (x / q) = x / (p * q) * phase x p := by
    unfold phase
    field_simp
  have e2 : Real.arsinh (x / q) * (x / p) = x / (p * q) * phase x q := by
    unfold phase
    field_simp
  rw [e1, e2] at h
  exact lt_of_mul_lt_mul_left h (div_pos hx (mul_pos hp hq)).le

/-- The phase of the ring polymer is positive and lies below its quantum value `x`. -/
theorem phase_bounds {x p : ℝ} (hx : 0 < x) (hp : 0 < p) :
    0 < phase x p ∧ phase x p < x := by
  have hs : 0 < Real.arsinh (x / p) := Real.arsinh_pos_iff.2 (div_pos hx hp)
  refine ⟨mul_pos hp hs, ?_⟩
  obtain ⟨c, hc, h⟩ := sinh_secant hs
  rw [Real.sinh_zero, Real.sinh_arsinh, sub_zero, sub_zero] at h
  have h1 : 1 < Real.cosh c := Real.one_lt_cosh.2 hc.1.ne'
  have h2 : Real.arsinh (x / p) < x / p :=
    (lt_mul_of_one_lt_left hs h1).trans_eq h.symm
  calc phase x p < p * (x / p) := mul_lt_mul_of_pos_left h2 hp
    _ = x := by field_simp

/-- The phase of the ring polymer falls short of `x` by at most `x³ / (6 p²)`. -/
theorem phase_lower {x p : ℝ} (hx : 0 < x) (hp : 0 < p) :
    x - x ^ 3 / (6 * p ^ 2) ≤ phase x p := by
  have hder : ∀ u : ℝ, HasDerivAt (fun v : ℝ => Real.arsinh v - v + v ^ 3 / 6)
      ((√(1 + u ^ 2))⁻¹ - 1 + u ^ 2 / 2) u := by
    intro u
    have h3 : HasDerivAt (fun v : ℝ => v ^ 3 / 6) (u ^ 2 / 2) u :=
      ((hasDerivAt_pow 3 u).div_const 6).congr_deriv (by norm_num; ring)
    exact ((Real.hasDerivAt_arsinh u).fun_sub (hasDerivAt_id' u)).fun_add h3
  have hmono : Monotone (fun v : ℝ => Real.arsinh v - v + v ^ 3 / 6) := by
    apply monotone_of_deriv_nonneg (fun u => (hder u).differentiableAt)
    intro u
    rw [(hder u).deriv]
    have hr : 0 < √(1 + u ^ 2) := Real.sqrt_pos.2 (by positivity)
    have hr2 : √(1 + u ^ 2) ^ 2 = 1 + u ^ 2 := Real.sq_sqrt (by positivity)
    set r := √(1 + u ^ 2)
    -- in terms of r the derivative is a manifestly nonnegative fraction
    have e : r⁻¹ - 1 + u ^ 2 / 2 = (r - 1) ^ 2 * (r + 2) / (2 * r) := by
      have hu : u ^ 2 = r ^ 2 - 1 := by linarith
      rw [hu]
      field_simp
      ring
    rw [e]
    positivity
  have h := hmono (div_pos hx hp).le
  simp only [Real.arsinh_zero] at h
  have h' : x / p - (x / p) ^ 3 / 6 ≤ Real.arsinh (x / p) := by linarith
  calc x - x ^ 3 / (6 * p ^ 2) = p * (x / p - (x / p) ^ 3 / 6) := by field_simp
    _ ≤ phase x p := mul_le_mul_of_nonneg_left h' hp.le

/-- The error of the `P`-bead partition function, relative to the `P`-bead value, is at most `x³
coth x / (6 P²)` with `x = β ω / 2`. -/
theorem relative_error_le {β ω : ℝ} (hβ : 0 < β) (hω : 0 < ω) {P : ℕ} (hP : 1 ≤ P) :
    1 - quantumZ β ω / beadZ β ω P ≤
      (β * ω / 2) ^ 3 * (Real.cosh (β * ω / 2) / Real.sinh (β * ω / 2))
        / (6 * (P : ℝ) ^ 2) := by
  have hx : 0 < β * ω / 2 := by positivity
  have hp : (0 : ℝ) < P := by exact_mod_cast hP
  unfold quantumZ beadZ
  generalize β * ω / 2 = x at hx ⊢
  obtain ⟨hy, hyx⟩ := phase_bounds hx hp
  have hlow := phase_lower hx hp
  generalize phase x P = y at hy hyx hlow ⊢
  have hsx : 0 < Real.sinh x := Real.sinh_pos_iff.2 hx
  have hsy : 0 < Real.sinh y := Real.sinh_pos_iff.2 hy
  obtain ⟨c, hc, h⟩ := sinh_secant hyx
  have hcx : Real.cosh c ≤ Real.cosh x := by
    apply Real.cosh_le_cosh.2
    rw [abs_of_pos (hy.trans hc.1), abs_of_pos hx]
    exact hc.2.le
  have hb : Real.sinh x - Real.sinh y ≤ Real.cosh x * (x ^ 3 / (6 * (P : ℝ) ^ 2)) := by
    rw [h]
    exact mul_le_mul hcx (by linarith) (by linarith) (Real.cosh_pos x).le
  calc 1 - 1 / (2 * Real.sinh x) / (1 / (2 * Real.sinh y))
      = (Real.sinh x - Real.sinh y) / Real.sinh x := by field_simp
    _ ≤ Real.cosh x * (x ^ 3 / (6 * (P : ℝ) ^ 2)) / Real.sinh x :=
        div_le_div_of_nonneg_right hb hsx.le
    _ = x ^ 3 * (Real.cosh x / Real.sinh x) / (6 * (P : ℝ) ^ 2) := by ring

/-- As the number of beads grows, the phase of the ring polymer tends to `x`. -/
theorem phase_tendsto {x : ℝ} (hx : 0 < x) :
    Tendsto (fun P : ℕ => phase x P) atTop (𝓝 x) := by
  have h0 : Tendsto (fun P : ℕ => x - x ^ 3 / 6 * (1 / (P : ℝ)) ^ 2) atTop (𝓝 x) := by
    have h := ((tendsto_one_div_atTop_nhds_zero_nat (𝕜 := ℝ)).pow 2).const_mul (x ^ 3 / 6)
    simpa using h.const_sub x
  refine tendsto_of_tendsto_of_tendsto_of_le_of_le' h0 tendsto_const_nhds ?_ ?_
  · filter_upwards [eventually_ge_atTop 1] with P hP
    have hp : (0 : ℝ) < P := by exact_mod_cast hP
    calc x - x ^ 3 / 6 * (1 / (P : ℝ)) ^ 2 = x - x ^ 3 / (6 * (P : ℝ) ^ 2) := by ring
      _ ≤ phase x P := phase_lower hx hp
  · filter_upwards [eventually_ge_atTop 1] with P hP
    exact (phase_bounds hx (by exact_mod_cast hP)).2.le

/-- The bead partition function equals the classical value `1 / (β ω)` for one bead,
decreases strictly with the number of beads, stays above the quantum value and
converges to it. -/
theorem beadZ_classical_to_quantum {β ω : ℝ} (hβ : 0 < β) (hω : 0 < ω) :
    beadZ β ω 1 = 1 / (β * ω) ∧
    (∀ P Q : ℕ, 1 ≤ P → P < Q → beadZ β ω Q < beadZ β ω P) ∧
    (∀ P : ℕ, 1 ≤ P → quantumZ β ω < beadZ β ω P) ∧
    Tendsto (beadZ β ω) atTop (𝓝 (quantumZ β ω)) := by
  have hx : 0 < β * ω / 2 := by positivity
  -- a larger phase means a smaller partition function
  have anti : ∀ a b : ℝ, 0 < a → a < b →
      1 / (2 * Real.sinh b) < 1 / (2 * Real.sinh a) := by
    intro a b ha hab
    have h1 := Real.sinh_pos_iff.2 ha
    have h2 := Real.sinh_lt_sinh.2 hab
    exact one_div_lt_one_div_of_lt (by linarith) (by linarith)
  refine ⟨?_, ?_, ?_, ?_⟩
  · unfold beadZ phase
    rw [Nat.cast_one, one_mul, div_one, Real.sinh_arsinh]
    congr 1
    ring
  · intro P Q hP hPQ
    have hp : (0 : ℝ) < P := by exact_mod_cast hP
    exact anti _ _ (phase_bounds hx hp).1
      (phase_strictMono hx hp (by exact_mod_cast hPQ))
  · intro P hP
    have hp : (0 : ℝ) < P := by exact_mod_cast hP
    exact anti _ _ (phase_bounds hx hp).1 (phase_bounds hx hp).2
  · have hs := (Real.continuous_sinh.tendsto (β * ω / 2)).comp (phase_tendsto hx)
    have hne : 2 * Real.sinh (β * ω / 2) ≠ 0 :=
      (mul_pos two_pos (Real.sinh_pos_iff.2 hx)).ne'
    exact (tendsto_const_nhds (x := (1 : ℝ))).div (hs.const_mul 2) hne

end

end RingPolymerOscillator
```

```lean
#print axioms RingPolymerOscillator.relative_error_le
#print axioms RingPolymerOscillator.beadZ_classical_to_quantum
```

```
'RingPolymerOscillator.relative_error_le' depends on axioms: [propext, Classical.choice, Quot.sound]
'RingPolymerOscillator.beadZ_classical_to_quantum' depends on axioms: [propext, Classical.choice, Quot.sound]
```

### How the Lean proof follows the derivation

`sinh_secant` is the mean value theorem for sinh, with the slope equation multiplied out. `sinh_chord` applies it on (0, s) and on (s, t). Its `linear_combination` step is the multiplication and subtraction done above, and `Real.cosh_lt_cosh` supplies cosh c < cosh d; that lemma compares absolute values, which the positivity of c and d removes.

`phase_strictMono` inserts the two arsinh values. The equations `e1` and `e2` pull the common factor x/(pq) out of both sides, and `lt_of_mul_lt_mul_left` cancels it. `phase_bounds` uses the secant from zero together with cosh c > 1 to obtain 0 < φ(p) < x.

`phase_lower` contains the calculus. `hder` computes f′, and `monotone_of_deriv_nonneg` turns its sign into monotonicity of f. The equation `e` is the factorisation in terms of r, after which `positivity` settles the sign. Comparing f at 0 and at x/p gives the lower bound on the phase.

In `relative_error_le`, the two `generalize` steps replace βω/2 by `x` and the phase by `y`, keeping only the bounds that are needed. The inequality `hb` is the secant estimate for sinh x − sinh y, and the final `calc` divides it by sinh x.

`phase_tendsto` is the squeeze between x − x³/(6P²) and x, applied from P = 1 onwards. In the main theorem, the local statement `anti` says that a larger positive phase gives a smaller partition function. Combined with `phase_strictMono` it proves the decrease, and combined with `phase_bounds` it proves the lower bound. The one-bead value follows from `Real.sinh_arsinh`. The limit follows from the continuity of sinh and the quotient rule for limits, which applies because 2 sinh x is nonzero.
